# Every complex projective matrix representation of a finite cyclic group can be rescaled to an ordinary one

## Matrices that multiply up to a factor

Let $G$ be a group and let $D(g)$, for each $g\in G$, be an invertible complex matrix of fixed size $d\ge 1$. The family is a projective representation with factors $c(g,h)\in\mathbb C$ if

$$D(g)\,D(h)=c(g,h)\,D(gh)\qquad\text{for all } g,h\in G .$$

Neither unitarity nor $D(1)=\mathbb 1$ is assumed. Nonzero scalars $f(g)$ absorb the factors if $\rho(g)=f(g)D(g)$ is an ordinary representation, that is, $\rho(1)=\mathbb 1$ and $\rho(g)\rho(h)=\rho(gh)$.

For spin one half, the rotation by $2\pi/N$ about the $z$ axis is $U=\mathrm{diag}(e^{-i\pi/N},e^{i\pi/N})$. The element of $C_N$ that rotates by $2\pi k/N$, with $0\le k<N$, is represented by $U^k$.

## The rescaling and its use in symmetry code

If $G$ is finite and cyclic, scalars that absorb the factors always exist. Let $a$ be a generator and $N$ the order of $G$. One choice is

$$f(a^k)=z^k s_k,\qquad s_k=\frac{1}{c(1,1)}\prod_{j=0}^{k-1}c(a^j,a),\qquad z^N=\prod_{j=0}^{N-1}c(a^j,a)^{-1},$$

for $0\le k<N$, where $z$ is any one of the $N$-th roots.

A code that sorts states by symmetry with the projector $\frac1N\sum_g\chi(g)^*\rho(g)$, where $\chi$ is a character from the ordinary table, relies on the matrices $\rho(g)$ multiplying without extra factors. Spinor matrices generally violate this by signs. For finite-dimensional spinor states and a single finite rotation axis $C_N$, the result says that rescaling restores the ordinary multiplication law, so the ordinary table of $C_N$ suffices. The rescaling leaves $D(g)HD(g)^{-1}$ unchanged for any matrix $H$, so it does not affect whether a Hamiltonian is symmetric.

## From one root to the whole group

**The factors are nonzero.** If $c(g,h)=0$, then $D(g)D(h)=0$. A product of invertible matrices of size $d\ge1$ is invertible and therefore not zero, which is a contradiction.

**Powers of one matrix.** From $D(1)D(1)=c(1,1)D(1)$, cancelling $D(1)$ gives $D(1)=c(1,1)\mathbb 1$. Hence $D(a)^0=\mathbb 1=s_0D(a^0)$ with $s_0=c(1,1)^{-1}$. If $D(a)^k=s_kD(a^k)$, then

$$D(a)^{k+1}=s_kD(a^k)D(a)=s_k\,c(a^k,a)\,D(a^{k+1}),$$

so $s_{k+1}=s_k\,c(a^k,a)$. All $s_k$ are nonzero, and iteration gives the product above.

**One root.** Since $a^N=1$, we have $D(a)^N=s_ND(1)$, while $s_0D(1)=\mathbb 1$. Choose $z$ with $z^N=s_0/s_N$. Then $z\neq0$, and $R=zD(a)$ satisfies

$$R^N=\frac{s_0}{s_N}\,s_ND(1)=s_0D(1)=\mathbb 1 .$$

**All elements.** Write each $g$ as $a^{k(g)}$ and set $\rho(g)=R^{k(g)}$. If $a^i=a^j$, then $i\equiv j \pmod N$, and $R^N=\mathbb 1$ gives $R^i=R^j$. The choice of exponent is therefore immaterial. Because $a^{k(gh)}=gh=a^{k(g)+k(h)}$, it follows that

$$\rho(gh)=R^{k(g)+k(h)}=\rho(g)\rho(h),$$

and $\rho(1)=R^0=\mathbb 1$. Finally, $R^{k(g)}=z^{k(g)}D(a)^{k(g)}=z^{k(g)}s_{k(g)}D(g)$, which identifies $f(g)$.

**Spin one half.** Here $U^N=\mathrm{diag}(e^{-i\pi},e^{i\pi})=-\mathbb 1$. For $0\le k,l<N$, the product $U^kU^l$ is the matrix assigned to the combined rotation if $k+l<N$. Otherwise it equals $-U^{k+l-N}$, so the factor is $-1$. With $p=e^{i\pi/N}$,

$$pU=\mathrm{diag}(1,e^{2\pi i/N}),\qquad (pU)^N=\mathbb 1,$$

so the phases $p^k$ absorb the signs.

**Commuting group elements are not enough.** Suppose $G$ is abelian and $f$ absorbs the factors. Then $\rho(g)\rho(h)=\rho(h)\rho(g)$ reads $f(g)f(h)D(g)D(h)=f(g)f(h)D(h)D(g)$, and dividing by $f(g)f(h)$ shows that the matrices $D$ commute. The four-group $D_2$ has the projective representation $\mathbb 1,\sigma_z,\sigma_x,-i\sigma_y$, built from the Pauli matrices. Since $\sigma_x\sigma_z=-i\sigma_y$ and $\sigma_z\sigma_x=i\sigma_y$, no scalars can absorb its factors. The ordinary table of $D_2$ therefore does not suffice to sort these spinors by the full group; projective or double-group tables do.

## The Lean file

```lean
import Mathlib

open Matrix

namespace CyclicProjectiveRep

noncomputable section

variable {G : Type*} [Group G] {n : Type*} [Fintype n] [DecidableEq n]

/-- A projective representation: invertible matrices `D g` that multiply like the group
elements up to scalar factors `c g h`. -/
structure IsProjectiveRep (D : G → Matrix n n ℂ) (c : G → G → ℂ) : Prop where
  isUnit : ∀ g, IsUnit (D g)
  mul : ∀ g h, D g * D h = c g h • D (g * h)

/-- The nonzero scalars `f g` absorb the factors of `D`: the matrices `f g • D g` form an
ordinary representation of the group. -/
def Absorbs (f : G → ℂ) (D : G → Matrix n n ℂ) : Prop :=
  (∀ g, f g ≠ 0) ∧ ∃ ρ : G →* Matrix n n ℂ, ∀ g, ρ g = f g • D g

/-- The factors of a projective representation of nonzero dimension never vanish. -/
theorem IsProjectiveRep.factor_ne_zero [Nonempty n] {D : G → Matrix n n ℂ} {c : G → G → ℂ}
    (hD : IsProjectiveRep D c) (g h : G) : c g h ≠ 0 := by
  intro h0
  have e := hD.mul g h
  rw [h0, zero_smul] at e
  exact ((hD.isUnit g).mul (hD.isUnit h)).ne_zero e

/-- In a projective representation of nonzero dimension, the `k`-th power of the matrix of `a` is
the matrix of `a ^ k` up to a nonzero scalar. -/
theorem IsProjectiveRep.apply_pow [Nonempty n] {D : G → Matrix n n ℂ} {c : G → G → ℂ}
    (hD : IsProjectiveRep D c) (a : G) (k : ℕ) :
    ∃ s : ℂ, s ≠ 0 ∧ D a ^ k = s • D (a ^ k) := by
  induction k with
  | zero =>
    -- the identity element is represented by a multiple of the unit matrix
    have h1 : D 1 = c 1 1 • (1 : Matrix n n ℂ) := by
      have h := hD.mul 1 1
      rw [mul_one (1 : G)] at h
      refine (hD.isUnit 1).mul_left_cancel ?_
      rw [h, Matrix.mul_smul, Matrix.mul_one]
    have hc := hD.factor_ne_zero 1 1
    refine ⟨(c 1 1)⁻¹, inv_ne_zero hc, ?_⟩
    rw [pow_zero, pow_zero, h1, smul_smul, inv_mul_cancel₀ hc, one_smul]
  | succ k ih =>
    obtain ⟨s, hs, e⟩ := ih
    refine ⟨s * c (a ^ k) a, mul_ne_zero hs (hD.factor_ne_zero _ _), ?_⟩
    rw [pow_succ, e, Matrix.smul_mul, hD.mul, smul_smul, ← pow_succ]

/-- In a projective representation of nonzero dimension, the matrix of an element `a` of finite
order can be rescaled by a nonzero scalar so that its power to the order of `a` is exactly the unit
matrix. -/
theorem IsProjectiveRep.exists_rescaling [Nonempty n] {D : G → Matrix n n ℂ}
    {c : G → G → ℂ} (hD : IsProjectiveRep D c) (a : G) (ha : 0 < orderOf a) :
    ∃ z : ℂ, z ≠ 0 ∧ (z • D a) ^ orderOf a = 1 := by
  obtain ⟨s, hs, e⟩ := hD.apply_pow a (orderOf a)
  obtain ⟨t, ht, e0⟩ := hD.apply_pow a 0
  rw [pow_orderOf_eq_one a] at e
  rw [pow_zero, pow_zero] at e0
  -- a complex root exists because the complex numbers are algebraically closed
  obtain ⟨z, hz⟩ := IsAlgClosed.exists_pow_nat_eq (t / s) ha
  refine ⟨z, ?_, ?_⟩
  · rintro rfl
    rw [zero_pow ha.ne'] at hz
    exact div_ne_zero ht hs hz.symm
  · rw [smul_pow, e, hz, smul_smul, div_mul_cancel₀ t hs, ← e0]

/-- For a finite cyclic group, the factors of every projective representation of nonzero
dimension can be absorbed into nonzero scalars. -/
theorem exists_absorbs_of_isCyclic [Finite G] [IsCyclic G] [Nonempty n]
    {D : G → Matrix n n ℂ} {c : G → G → ℂ} (hD : IsProjectiveRep D c) :
    ∃ f : G → ℂ, Absorbs f D := by
  obtain ⟨a, ha⟩ := IsCyclic.exists_monoid_generator (α := G)
  have ha' : ∀ g : G, ∃ k : ℕ, a ^ k = g := fun g =>
    (Submonoid.mem_powers_iff _ _).mp (ha g)
  choose k hk using ha'
  choose s hs e using fun j : ℕ => hD.apply_pow a j
  obtain ⟨z, hz, hA⟩ := hD.exists_rescaling a (orderOf_pos a)
  -- powers of the rescaled generator depend only on the group element
  have key : ∀ i j : ℕ, a ^ i = a ^ j → (z • D a) ^ i = (z • D a) ^ j := by
    intro i j hij
    have h' : i % orderOf a = j % orderOf a := pow_eq_pow_iff_modEq.mp hij
    rw [pow_eq_pow_mod i hA, h', ← pow_eq_pow_mod j hA]
  refine ⟨fun g => z ^ k g * s (k g), fun g => mul_ne_zero (pow_ne_zero _ hz) (hs _),
    { toFun := fun g => (z • D a) ^ k g
      map_one' := (key (k 1) 0 (by rw [hk, pow_zero])).trans (pow_zero _)
      map_mul' := fun g h =>
        (key (k (g * h)) (k g + k h) (by rw [pow_add, hk, hk, hk])).trans
          (pow_add _ _ _) }, fun g => ?_⟩
  change (z • D a) ^ k g = (z ^ k g * s (k g)) • D g
  rw [smul_pow, e, hk, smul_smul]

/-- If the factors can be absorbed for an abelian group, then the matrices commute. -/
theorem commute_of_absorbs {A : Type*} [CommGroup A] {D : A → Matrix n n ℂ} {f : A → ℂ}
    (hf : Absorbs f D) (g h : A) : D g * D h = D h * D g := by
  obtain ⟨h0, ρ, e⟩ := hf
  have h1 : ρ g * ρ h = ρ h * ρ g := by
    rw [← map_mul ρ, ← map_mul ρ, mul_comm]
  rw [e g, e h, Matrix.smul_mul, Matrix.mul_smul, Matrix.smul_mul, Matrix.mul_smul,
    smul_smul, smul_smul, mul_comm (f h) (f g)] at h1
  have hp : f g * f h ≠ 0 := mul_ne_zero (h0 g) (h0 h)
  have h2 := congrArg (fun M => (f g * f h)⁻¹ • M) h1
  simpa only [smul_smul, inv_mul_cancel₀ hp, one_smul] using h2

/-- The phase `exp (iπ/N)`, for `N ≠ 0`. -/
def phase (N : ℕ) : ℂ := Complex.exp (Real.pi * Complex.I / N)

/-- The rotation by `2π/N` about the z axis acting on a spin one half, for `N ≠ 0`. -/
def spinGen (N : ℕ) : Matrix (Fin 2) (Fin 2) ℂ := Matrix.diagonal ![(phase N)⁻¹, phase N]

/-- The spinor matrices of the group `C_N`, for `N ≠ 0`: the rotation by `2πk/N` with
`0 ≤ k < N` is the `k`-th power of the generator. -/
def spinor (N : ℕ) (g : Multiplicative (ZMod N)) : Matrix (Fin 2) (Fin 2) ℂ :=
  spinGen N ^ (Multiplicative.toAdd g).val

/-- The spinor sign of `C_N`, for `N ≠ 0`: it is `-1` when two rotation angles add up to a
full turn or more, and `1` otherwise. -/
def spinorSign (N : ℕ) (g h : Multiplicative (ZMod N)) : ℂ :=
  if (Multiplicative.toAdd g).val + (Multiplicative.toAdd h).val < N then 1 else -1

/-- For `N ≠ 0`, the `N`-th power of the phase `exp (iπ/N)` is `-1`, and a full turn
reverses the sign of a spinor. -/
theorem full_turn (N : ℕ) [NeZero N] : phase N ^ N = -1 ∧ spinGen N ^ N = -1 := by
  have hN : (N : ℂ) ≠ 0 := Nat.cast_ne_zero.mpr (NeZero.ne N)
  have hp : phase N ^ N = -1 := by
    have h : (N : ℂ) * (Real.pi * Complex.I / N) = Real.pi * Complex.I := by field_simp
    rw [phase, ← Complex.exp_nat_mul, h, Complex.exp_pi_mul_I]
  refine ⟨hp, ?_⟩
  rw [spinGen, Matrix.diagonal_pow]
  ext i j
  fin_cases i <;> fin_cases j <;> simp [hp]

/-- For `N ≠ 0`, the spinor matrices of `C_N` form a projective representation whose factors
are the spinor signs. -/
theorem spinor_witness (N : ℕ) [NeZero N] : IsProjectiveRep (spinor N) (spinorSign N) := by
  have hU := (full_turn N).2
  refine ⟨fun g => IsUnit.pow _ ((isUnit_pow_iff (NeZero.ne N)).mp ?_), fun g h => ?_⟩
  · rw [hU]
    exact isUnit_one.neg
  · unfold spinor spinorSign
    split_ifs with lt
    · rw [one_smul, ← pow_add, toAdd_mul, ZMod.val_add_of_lt lt]
    · rw [← pow_add, toAdd_mul, ZMod.val_add_val_of_le (not_lt.mp lt), pow_add, hU]
      simp

/-- For `N ≠ 0`, the phases `exp (iπk/N)` with `0 ≤ k < N` absorb the spinor signs
of `C_N`. -/
theorem spinor_absorbs (N : ℕ) [NeZero N] :
    Absorbs (fun g => phase N ^ (Multiplicative.toAdd g).val) (spinor N) := by
  have hA : (phase N • spinGen N) ^ N = 1 := by
    rw [smul_pow, (full_turn N).1, (full_turn N).2]
    simp
  refine ⟨fun g => pow_ne_zero _ (Complex.exp_ne_zero _),
    { toFun := fun g => (phase N • spinGen N) ^ (Multiplicative.toAdd g).val
      map_one' := ?_
      map_mul' := fun g h => ?_ }, fun g => smul_pow _ _ _⟩
  · change (phase N • spinGen N) ^ (0 : ZMod N).val = 1
    rw [ZMod.val_zero, pow_zero]
  · change (phase N • spinGen N) ^ (Multiplicative.toAdd g + Multiplicative.toAdd h).val = _
    rw [ZMod.val_add, ← pow_eq_pow_mod _ hA, pow_add]

/-- Matrices for the four-group `D2`, its elements labelled by pairs of signs: the unit
matrix, `σz`, `σx` and `-iσy`. -/
def pauli (g : ℤˣ × ℤˣ) : Matrix (Fin 2) (Fin 2) ℂ :=
  if g.1 = 1 then (if g.2 = 1 then !![1, 0; 0, 1] else !![1, 0; 0, -1])
  else (if g.2 = 1 then !![0, 1; 1, 0] else !![0, -1; 1, 0])

/-- The sign picked up when `σz` in the first factor is moved past `σx` in the second. -/
def pauliSign (g h : ℤˣ × ℤˣ) : ℂ := if g.2 = 1 ∨ h.1 = 1 then 1 else -1

/-- The Pauli matrices form a projective representation of the four-group. -/
theorem pauli_isProjectiveRep : IsProjectiveRep pauli pauliSign := by
  have hne : (-1 : ℤˣ) ≠ 1 := by decide
  constructor
  · rintro ⟨s, t⟩
    rw [Matrix.isUnit_iff_isUnit_det, isUnit_iff_ne_zero]
    rcases Int.units_eq_one_or s with rfl | rfl <;>
      rcases Int.units_eq_one_or t with rfl | rfl <;>
      simp [pauli, hne, Matrix.det_fin_two]
  · rintro ⟨s, t⟩ ⟨s', t'⟩
    rcases Int.units_eq_one_or s with rfl | rfl <;>
      rcases Int.units_eq_one_or t with rfl | rfl <;>
      rcases Int.units_eq_one_or s' with rfl | rfl <;>
      rcases Int.units_eq_one_or t' with rfl | rfl <;>
      ext i j <;> fin_cases i <;> fin_cases j <;>
      simp [pauli, pauliSign, hne, Matrix.mul_apply, Fin.sum_univ_succ]

/-- No choice of nonzero scalars turns the Pauli matrices into an ordinary representation of
the four-group. -/
theorem pauli_not_absorbs : ¬ ∃ f : ℤˣ × ℤˣ → ℂ, Absorbs f pauli := by
  rintro ⟨f, hf⟩
  have hne : (-1 : ℤˣ) ≠ 1 := by decide
  -- σx and σz would have to commute
  have h := congrFun (congrFun (commute_of_absorbs hf (-1, 1) (1, -1)) 0) 1
  have h01 : (-1 : ℂ) = 1 := by
    simpa [pauli, hne, Matrix.mul_apply, Fin.sum_univ_succ] using h
  norm_num at h01

end

end CyclicProjectiveRep
```

```lean
#print axioms CyclicProjectiveRep.exists_absorbs_of_isCyclic
#print axioms CyclicProjectiveRep.spinor_absorbs
#print axioms CyclicProjectiveRep.pauli_isProjectiveRep
#print axioms CyclicProjectiveRep.pauli_not_absorbs
```

```
'CyclicProjectiveRep.exists_absorbs_of_isCyclic' depends on axioms: [propext, Classical.choice, Quot.sound]
'CyclicProjectiveRep.spinor_absorbs' depends on axioms: [propext, Classical.choice, Quot.sound]
'CyclicProjectiveRep.pauli_isProjectiveRep' depends on axioms: [propext, Classical.choice, Quot.sound]
'CyclicProjectiveRep.pauli_not_absorbs' depends on axioms: [propext, Classical.choice, Quot.sound]
```

## Reading the statements

The type `n` indexes the basis, and `Matrix n n ℂ` holds the operators. `IsProjectiveRep D c` contains the two conditions of the definition: every `D g` is invertible, and products agree up to `c g h`. `Absorbs f D` says that `f` vanishes nowhere and that some `ρ : G →* Matrix n n ℂ` satisfies `ρ g = f g • D g`. The arrow `→*` denotes a map that preserves products and sends the identity to the unit matrix.

The main theorem is `exists_absorbs_of_isCyclic`. Its hypotheses `[Finite G]` and `[IsCyclic G]` describe the group, and `[Nonempty n]` means $d\ge1$. That the factors are nonzero is derived from invertibility and not assumed.

In the spinor example, `Multiplicative (ZMod N)` is the group of residues modulo $N$, written as a product; it plays the role of $C_N$. The `.val` of a residue is its representative $k$ between $0$ and $N-1$, which fixes the branch of the rotation angle. `spinor_witness` states that these matrices form a projective representation with factors `spinorSign`, and `spinor_absorbs` gives the explicit phases $e^{i\pi k/N}$. Both hold for every $N\ge1$.

For the four-group, `ℤˣ × ℤˣ` is the set of pairs of signs. `pauli_isProjectiveRep` and `pauli_not_absorbs` together show that "cyclic" in the main theorem cannot be weakened to "abelian".

## How the lemmas fit together

`factor_ne_zero` is the invertibility argument. `apply_pow` is the induction on $k$: its `zero` case finds $D(1)=c(1,1)\mathbb 1$ by cancellation, and its `succ` case multiplies the scalar by `c (a ^ k) a`. `exists_rescaling` applies this lemma at the order of `a` and at $0$. The resulting scalars `s` and `t` are $s_N$ and $s_0$ above, and `IsAlgClosed.exists_pow_nat_eq` supplies the root of `t / s`.

In the main theorem, `choose` selects an exponent `k g` for each element and a scalar `s j` for each power. The step `key` shows that equal powers of `a` give equal powers of `z • D a`, by reducing exponents modulo the order. It is used for `map_one'`, where the chosen exponent of the identity may be a nonzero multiple of $N$, and for `map_mul'`, where `k (g * h)` may differ from `k g + k h`. The last lines read off the scalar `z ^ k g * s (k g)`.

`full_turn` evaluates $p^N=-1$ and $U^N=-\mathbb 1$. In `spinor_witness`, the second identity shows that $U$ is invertible, and `split_ifs` separates angle sums below a full turn from the rest. `spinor_absorbs` uses $(pU)^N=\mathbb 1$ to reduce the exponents.

`commute_of_absorbs` divides out $f(g)f(h)$. `pauli_isProjectiveRep` goes through all sixteen products entry by entry, and `pauli_not_absorbs` compares the upper right entries of $\sigma_x\sigma_z$ and $\sigma_z\sigma_x$, which would force $-1=1$.

## Existence is guaranteed, a particular choice is not

The main theorem guarantees that suitable scalars exist for any invertible complex matrices satisfying the multiplication law on a finite cyclic group. It does not single out one set. Another root $z$ multiplies $f$ by a one-dimensional character of $G$ and so permutes the symmetry labels. Labels from different calculations are directly comparable if both use the same convention for the matrices $D(g)$, the same generator $a$ and the same $z$.

The theorem also speaks of nonzero scalars and not of phases. For unitary $D$ they are phases automatically: $(f(g)D(g))^N=\mathbb 1$ forces $|f(g)|=1$. This observation and the product formula for $f$ come from the derivation by hand and do not appear as statements in the file.

Antiunitary operations such as time reversal do not fit the definition, since they are not given by complex matrices multiplying in this way. The multiplication law is assumed to hold exactly, so the theorem gives no error estimate for stored matrices that satisfy it only to rounding accuracy.
